# The thermal denominator (eˣ − 1)(1 − e⁻ˣ) is positive at positive phonon energy

The declaration states that (eˣ − 1)(1 − e⁻ˣ) is strictly positive for every real x > 0. In physics, x is the phonon energy made dimensionless, that is, divided by the thermal energy; in the Lean statement it is simply a positive real number. The attempt shows that eˣ > 1 and e⁻ˣ < 1, so that both factors are positive, and then concludes with `mul_pos`.

Lean 4 with Mathlib refuses this proof:

```lean
import Mathlib

open Filter Topology Set

namespace DenominatorPos

noncomputable section

/-- The thermal denominator is positive at positive phonon energy. -/
theorem denominator_pos {x : ℝ} (hx : 0 < x) :
    0 < (Real.exp x - 1) * (1 - Real.exp (-x)) := by
  have h1 : 1 < Real.exp x := Real.one_lt_exp_iff.mpr hx
  have h2 : Real.exp (-x) < 1 := Real.exp_lt_one (by linarith)
  exact mul_pos (by linarith) (by linarith)

end

end DenominatorPos
```

Lean reports:

```
Main.lean:13:33: error(lean.unknownIdentifier): Unknown constant `Real.exp_lt_one`
```

The mended proof, as a diff:

```diff
@@ -11,5 +11,5 @@
     0 < (Real.exp x - 1) * (1 - Real.exp (-x)) := by
   have h1 : 1 < Real.exp x := Real.one_lt_exp_iff.mpr hx
-  have h2 : Real.exp (-x) < 1 := Real.exp_lt_one (by linarith)
+  have h2 : Real.exp (-x) < 1 := Real.exp_lt_one_iff.mpr (by linarith)
   exact mul_pos (by linarith) (by linarith)
 
```

What went wrong. The message says that Lean finds no constant called `Real.exp_lt_one`. The name stands in the proof of `h2`, the bound e⁻ˣ < 1, which therefore fails. The bound itself is true, and the fault lies only in the name of the lemma cited for it.

The repair cites `Real.exp_lt_one_iff` instead, which says that the exponential of a real number is less than 1 exactly when that number is negative. Because this is an equivalence and not an implication, the proof takes its right-to-left direction with `.mpr`, just as the line for `h1` does with `Real.one_lt_exp_iff`. What remains to be shown is `-x < 0`, and `linarith` gets this from `hx`. The rest of the proof is unchanged.
